# Real expansions in complex harmonics, and the unitary change to real harmonics

Fix an integer l ≥ 0, let m run over −l, …, l, write s_m = (−1)^m, and let Y_m be complex functions on a set X that obey conj(Y_m) = s_m Y_−m. A coefficient vector f is said to meet the reality condition if f_−m = s_m conj(f_m) for every m.

```lean
import Mathlib

open Matrix ComplexConjugate

noncomputable section

namespace RealLatticeHarmonics

/-- The magnetic quantum numbers `m = -l, ..., l`. -/
abbrev Idx (l : ℕ) : Type := ↥(Finset.Icc (-(l : ℤ)) (l : ℤ))

/-- Reversal of the magnetic quantum number, `m ↦ -m`. -/
instance (l : ℕ) : InvolutiveNeg (Idx l) where
  neg m := ⟨-m.1, by
    have h := Finset.mem_Icc.1 m.2
    exact Finset.mem_Icc.2 ⟨by omega, by omega⟩⟩
  neg_neg m := Subtype.ext (neg_neg m.1)

/-- The sign `(-1)^m`. -/
def csSign (n : ℤ) : ℂ := (-1) ^ n

/-- The number `1/√2`. -/
def invSqrtTwo : ℂ := (((√2)⁻¹ : ℝ) : ℂ)

/-- The coefficient condition `f_{-m} = (-1)^m conj(f_m)` for all `m`. -/
def IsRealCoeff {l : ℕ} (f : Idx l → ℂ) : Prop :=
  ∀ m : Idx l, f (-m) = csSign m * conj (f m)

/-- The weight of `f_m` in the real-harmonic coefficient number `m`. -/
def diag (n : ℤ) : ℂ :=
  if n < 0 then -Complex.I * invSqrtTwo else if n = 0 then 1 else csSign n * invSqrtTwo

/-- The weight of `f_{-m}` in the real-harmonic coefficient number `m`. -/
def mirror (n : ℤ) : ℂ :=
  if n < 0 then Complex.I * csSign n * invSqrtTwo else if n = 0 then 0 else invSqrtTwo

/-- The standard matrix from complex-harmonic to real-harmonic coefficients;
it couples only `m` and `-m`. -/
def toReal (l : ℕ) : Matrix (Idx l) (Idx l) ℂ :=
  Matrix.of fun m k => (if k = m then diag m else 0) + (if k = -m then mirror m else 0)

/-- The harmonics `S_m = ∑_k conj(C_mk) Y_k` belonging to the standard matrix `C`. -/
def realHarmonic {l : ℕ} {X : Type*} (Y : Idx l → X → ℂ) (m : Idx l) (x : X) : ℂ :=
  ∑ k, Y k x * conj (toReal l m k)

/-- The sign `(-1)^m` is real, even in `m`, and squares to one. -/
theorem csSign_facts (n : ℤ) :
    conj (csSign n) = csSign n ∧ csSign (-n) = csSign n ∧ csSign n * csSign n = 1 := by
  unfold csSign
  rcases Int.even_or_odd n with h | h <;> simp [h.neg_one_zpow]

/-- The number `1/√2` is real and its square is one half. -/
theorem invSqrtTwo_facts :
    conj invSqrtTwo = invSqrtTwo ∧ invSqrtTwo * invSqrtTwo = 1 / 2 := by
  refine ⟨Complex.conj_ofReal _, ?_⟩
  have h : (√2)⁻¹ * (√2)⁻¹ = (1 / 2 : ℝ) := by
    rw [← mul_inv, Real.mul_self_sqrt (by norm_num)]
    norm_num
  rw [invSqrtTwo, ← Complex.ofReal_mul, h]
  norm_num

/-- The four weights that mix the pair `n, -n`, for `n > 0`. -/
theorem pair_weights {n : ℤ} (h : 0 < n) :
    diag n = csSign n * invSqrtTwo ∧ mirror n = invSqrtTwo ∧
    diag (-n) = -Complex.I * invSqrtTwo ∧
    mirror (-n) = Complex.I * csSign n * invSqrtTwo := by
  have h1 : ¬ n < 0 := by omega
  have h2 : ¬ n = 0 := by omega
  have h3 : -n < 0 := by omega
  simp only [diag, mirror, h1, h2, h3, ↓reduceIte, (csSign_facts n).2.1, and_self]

/-- For linearly independent `Y_m` with `conj(Y_m) = (-1)^m Y_{-m}`, the expansion
`∑ f_m Y_m` is real everywhere if and only if `f_{-m} = (-1)^m conj(f_m)` for all `m`. -/
theorem expansion_real_iff {l : ℕ} {X : Type*} (Y : Idx l → X → ℂ)
    (hY : ∀ m x, conj (Y m x) = csSign m * Y (-m) x)
    (hli : LinearIndependent ℂ Y) (f : Idx l → ℂ) :
    (∀ x, (∑ m, f m * Y m x).im = 0) ↔ IsRealCoeff f := by
  have hs : ∀ m : Idx l, csSign ((-m : Idx l) : ℤ) = csSign m :=
    fun m => (csSign_facts m).2.1
  -- conjugate the expansion and relabel m as -m
  have hconj : ∀ x, conj (∑ m, f m * Y m x)
      = ∑ m : Idx l, csSign m * conj (f (-m)) * Y m x := by
    intro x
    rw [map_sum, ← Equiv.sum_comp (Equiv.neg (Idx l))
      (fun m : Idx l => csSign m * conj (f (-m)) * Y m x)]
    refine Finset.sum_congr rfl fun m _ => ?_
    simp only [Equiv.neg_apply, neg_neg, map_mul, hY, hs]
    ring
  constructor
  · intro h m
    have hz : ∑ k : Idx l, (csSign k * conj (f (-k)) - f k) • Y k = 0 := by
      ext x
      have e := Complex.conj_eq_iff_im.2 (h x)
      rw [hconj] at e
      simp only [Finset.sum_apply, Pi.smul_apply, smul_eq_mul, sub_mul,
        Finset.sum_sub_distrib, Pi.zero_apply]
      exact sub_eq_zero.2 e
    -- linear independence compares the coefficients
    have e := Fintype.linearIndependent_iff.1 hli _ hz (-m)
    simp only [neg_neg, hs] at e
    linear_combination -e
  · intro h x
    rw [← Complex.conj_eq_iff_im, hconj]
    refine Finset.sum_congr rfl fun m _ => ?_
    have e := h (-m)
    simp only [neg_neg, hs] at e
    rw [← e]

/-- Each real-harmonic coefficient is a combination of `f_m` and `f_{-m}` only. -/
theorem toReal_mulVec {l : ℕ} (f : Idx l → ℂ) (m : Idx l) :
    (toReal l *ᵥ f) m = diag m * f m + mirror m * f (-m) := by
  simp [toReal, Matrix.mulVec, dotProduct, add_mul, Finset.sum_add_distrib, ite_mul]

/-- The standard matrix to real harmonics is unitary. -/
theorem toReal_unitary (l : ℕ) : toReal l ∈ Matrix.unitaryGroup (Idx l) ℂ := by
  rw [Matrix.mem_unitaryGroup_iff]
  ext m k
  have hmul : (toReal l * star (toReal l)) m k
      = diag m * conj (toReal l k m) + mirror m * conj (toReal l k (-m)) :=
    toReal_mulVec (fun j => conj (toReal l k j)) m
  have hc : ∀ j : Idx l, ((-j : Idx l) : ℤ) = -(j : ℤ) := fun _ => rfl
  rw [hmul]
  simp only [toReal, Matrix.of_apply, Subtype.ext_iff, hc, Matrix.one_apply]
  generalize (m : ℤ) = a
  generalize (k : ℤ) = b
  obtain ⟨cs, hs⟩ := invSqrtTwo_facts
  obtain ⟨ce, ne, he⟩ := csSign_facts a
  have hI := Complex.I_mul_I
  by_cases hab : a = b
  · -- rows have unit norm
    subst hab
    rcases lt_trichotomy a 0 with h | h | h
    · have h1 : ¬ a = -a := by omega
      have h2 : ¬ -a = a := by omega
      obtain ⟨-, -, r, t⟩ := pair_weights (neg_pos.2 h)
      rw [neg_neg] at r t
      simp only [h1, h2, ↓reduceIte, r, t, ne, map_add, map_mul, map_neg, map_zero,
        cs, ce, Complex.conj_I]
      linear_combination (-(invSqrtTwo * invSqrtTwo * (1 + csSign a * csSign a))) * hI
        + invSqrtTwo * invSqrtTwo * he + 2 * hs
    · subst h
      simp [diag, mirror]
    · have h1 : ¬ a = -a := by omega
      have h2 : ¬ -a = a := by omega
      obtain ⟨p, q, -, -⟩ := pair_weights h
      simp only [h1, h2, ↓reduceIte, p, q, map_add, map_mul, map_zero, cs, ce]
      linear_combination invSqrtTwo * invSqrtTwo * he + 2 * hs
  · by_cases hb : b = -a
    · -- the rows m and -m are orthogonal
      subst hb
      have h2 : ¬ -a = a := by omega
      rcases lt_or_gt_of_ne (show a ≠ 0 by omega) with h | h
      · obtain ⟨p, q, r, t⟩ := pair_weights (neg_pos.2 h)
        rw [neg_neg] at r t
        simp only [hab, h2, neg_neg, ↓reduceIte, p, q, r, t, ne, map_add, map_mul,
          map_zero, cs, ce]
        linear_combination Complex.I * invSqrtTwo * invSqrtTwo * he
      · obtain ⟨p, q, r, t⟩ := pair_weights h
        simp only [hab, h2, neg_neg, ↓reduceIte, p, q, r, t, map_add, map_mul, map_neg,
          map_zero, cs, ce, Complex.conj_I]
        linear_combination (-(Complex.I * invSqrtTwo * invSqrtTwo)) * he
    · have h1 : ¬ a = -b := by omega
      have h2 : ¬ -a = b := by omega
      have h3 : ¬ -a = -b := by omega
      simp only [hab, h1, h2, h3, ↓reduceIte, add_zero, map_zero, mul_zero]

/-- The standard matrix sends `f` to a real vector if and only if
`f_{-m} = (-1)^m conj(f_m)` for all `m`. -/
theorem toReal_real_iff {l : ℕ} (f : Idx l → ℂ) :
    (∀ m, ((toReal l *ᵥ f) m).im = 0) ↔ IsRealCoeff f := by
  have hc : ∀ j : Idx l, ((-j : Idx l) : ℤ) = -(j : ℤ) := fun _ => rfl
  obtain ⟨cs, hs⟩ := invSqrtTwo_facts
  have hI := Complex.I_mul_I
  constructor
  · intro h
    -- the components m and -m together fix f_{-m}
    have key : ∀ m : Idx l, 0 < (m : ℤ) → f (-m) = csSign m * conj (f m) := by
      intro m hm
      obtain ⟨p, q, r, t⟩ := pair_weights hm
      have A := Complex.conj_eq_iff_im.2 (h m)
      have B := Complex.conj_eq_iff_im.2 (h (-m))
      simp only [toReal_mulVec, neg_neg, hc, p, q, r, t, map_add, map_mul, map_neg, cs,
        (csSign_facts m).1, Complex.conj_I] at A B
      linear_combination (-invSqrtTwo) * A + (-Complex.I * invSqrtTwo) * B
        + invSqrtTwo * invSqrtTwo * (conj (f (-m)) - csSign m * conj (f m)
          + f (-m) - csSign m * f m) * hI
        + (2 * csSign m * conj (f m) - 2 * f (-m)) * hs
    intro m
    rcases lt_trichotomy (m : ℤ) 0 with hm | hm | hm
    · have e := key (-m) (neg_pos.2 hm)
      simp only [neg_neg, hc, (csSign_facts m).2.1] at e
      rw [e, map_mul, Complex.conj_conj, (csSign_facts m).1]
      linear_combination (-f (-m)) * (csSign_facts m).2.2
    · have hn : -m = m := Subtype.ext (show -(m : ℤ) = m by omega)
      have A := Complex.conj_eq_iff_im.2 (h m)
      simp only [toReal_mulVec, hm, diag, mirror, lt_irrefl, ↓reduceIte, one_mul,
        zero_mul, add_zero] at A
      rw [hn, hm]
      simp only [csSign, zpow_zero, one_mul]
      exact A.symm
    · exact key m hm
  · intro hf m
    have e := hf m
    rw [← Complex.conj_eq_iff_im, toReal_mulVec]
    rcases lt_trichotomy (m : ℤ) 0 with hm | hm | hm
    · obtain ⟨-, -, r, t⟩ := pair_weights (neg_pos.2 hm)
      rw [neg_neg] at r t
      simp only [e, r, t, (csSign_facts m).2.1, map_add, map_mul, map_neg, cs,
        (csSign_facts m).1, Complex.conj_I, Complex.conj_conj]
      linear_combination
        (-(Complex.I * invSqrtTwo * (f m + conj (f m)))) * (csSign_facts m).2.2
    · have hn : -m = m := Subtype.ext (show -(m : ℤ) = m by omega)
      rw [hn, hm] at e
      simp only [csSign, zpow_zero, one_mul] at e
      simp only [hm, diag, mirror, lt_irrefl, ↓reduceIte, one_mul, zero_mul, add_zero]
      exact e.symm
    · obtain ⟨p, q, -, -⟩ := pair_weights hm
      simp only [e, p, q, map_add, map_mul, cs, (csSign_facts m).1, Complex.conj_conj]
      ring

/-- If `conj(Y_m) = (-1)^m Y_{-m}`, the harmonics `S_m` are real-valued, and
`∑ f_m Y_m = ∑ (C f)_m S_m` with the standard matrix `C`. -/
theorem realHarmonic_expansion {l : ℕ} {X : Type*} (Y : Idx l → X → ℂ)
    (hY : ∀ m x, conj (Y m x) = csSign m * Y (-m) x) (f : Idx l → ℂ) (x : X) :
    (∀ m, (realHarmonic Y m x).im = 0) ∧
    ∑ m, f m * Y m x = ∑ m, (toReal l *ᵥ f) m * realHarmonic Y m x := by
  constructor
  · -- the vector conj(Y_k(x)) itself meets the coefficient condition
    have hv : IsRealCoeff (fun k => conj (Y k x)) := by
      intro k
      have e := hY (-k) x
      rw [neg_neg] at e
      show conj (Y (-k) x) = csSign k * conj (conj (Y k x))
      rw [e, Complex.conj_conj]
      exact congrArg (· * Y k x) (csSign_facts k).2.1
    intro m
    have e : realHarmonic Y m x = conj ((toReal l *ᵥ fun k => conj (Y k x)) m) := by
      simp only [realHarmonic, Matrix.mulVec, dotProduct, map_sum, map_mul,
        Complex.conj_conj]
      exact Finset.sum_congr rfl fun _ _ => mul_comm _ _
    rw [e, Complex.conj_im, (toReal_real_iff _).2 hv m, neg_zero]
  · have hU : (toReal l)ᴴ * toReal l = 1 :=
      Matrix.mem_unitaryGroup_iff'.1 (toReal_unitary l)
    have h : ((fun k => Y k x) ᵥ* (toReal l)ᴴ) ⬝ᵥ (toReal l *ᵥ f)
        = (fun k => Y k x) ⬝ᵥ f := by
      rw [Matrix.dotProduct_mulVec, Matrix.vecMul_vecMul, hU, Matrix.vecMul_one]
    calc ∑ m, f m * Y m x = (fun k => Y k x) ⬝ᵥ f :=
          Finset.sum_congr rfl fun _ _ => mul_comm _ _
      _ = ((fun k => Y k x) ᵥ* (toReal l)ᴴ) ⬝ᵥ (toReal l *ᵥ f) := h.symm
      _ = ∑ m, (toReal l *ᵥ f) m * realHarmonic Y m x :=
          Finset.sum_congr rfl fun _ _ => mul_comm _ _

/-- The p harmonics `z` and `∓(x ± iy)/√2` on space, up to a common normalisation. -/
def pHarmonic (m : Idx 1) (r : Fin 3 → ℝ) : ℂ :=
  if (m : ℤ) = 0 then (r 2 : ℂ)
  else if (m : ℤ) = 1 then -(invSqrtTwo * (r 0 + Complex.I * r 1))
  else invSqrtTwo * (r 0 - Complex.I * r 1)

/-- The p harmonics satisfy `conj(Y_m) = (-1)^m Y_{-m}` and are linearly independent. -/
theorem pHarmonic_witness :
    (∀ m r, conj (pHarmonic m r) = csSign m * pHarmonic (-m) r) ∧
    LinearIndependent ℂ pHarmonic := by
  obtain ⟨cs, hs⟩ := invSqrtTwo_facts
  have hI := Complex.I_mul_I
  constructor
  · intro m r
    have hc : ((-m : Idx 1) : ℤ) = -(m : ℤ) := rfl
    have hm := Finset.mem_Icc.1 m.2
    have h3 : (m : ℤ) = -1 ∨ (m : ℤ) = 0 ∨ (m : ℤ) = 1 := by omega
    have s1 : csSign 1 = -1 := by simp [csSign]
    have s0 : csSign 0 = 1 := by simp [csSign]
    have sm : csSign (-1) = -1 := by rw [(csSign_facts 1).2.1, s1]
    rcases h3 with h | h | h <;>
      simp only [pHarmonic, hc, h, s1, s0, sm, neg_neg, neg_zero, ↓reduceIte,
        Int.reduceNeg, Int.reduceEq, one_ne_zero, map_neg, map_mul, map_add, map_sub,
        cs, Complex.conj_ofReal, Complex.conj_I] <;> ring
  · refine Fintype.linearIndependent_iff.2 fun g hg => ?_
    obtain ⟨b, hb⟩ : ∃ b : Idx 1, (b : ℤ) = -1 := ⟨⟨-1, by simp⟩, rfl⟩
    obtain ⟨o, ho⟩ : ∃ o : Idx 1, (o : ℤ) = 0 := ⟨⟨0, by simp⟩, rfl⟩
    obtain ⟨a, ha⟩ : ∃ a : Idx 1, (a : ℤ) = 1 := ⟨⟨1, by simp⟩, rfl⟩
    have hu : ∀ m : Idx 1, m = b ∨ m = o ∨ m = a := by
      intro m
      have hm := Finset.mem_Icc.1 m.2
      simp only [Subtype.ext_iff]
      omega
    have huniv : (Finset.univ : Finset (Idx 1)) = {b, o, a} := by
      ext m
      simp only [Finset.mem_univ, Finset.mem_insert, Finset.mem_singleton, hu m]
    have n1 : b ∉ ({o, a} : Finset (Idx 1)) := by
      simp only [Finset.mem_insert, Finset.mem_singleton, Subtype.ext_iff]
      omega
    have n2 : o ∉ ({a} : Finset (Idx 1)) := by
      simp only [Finset.mem_singleton, Subtype.ext_iff]
      omega
    have hsum : ∀ x y z : ℝ, g b * (invSqrtTwo * (x - Complex.I * y))
        + (g o * z + g a * -(invSqrtTwo * (x + Complex.I * y))) = 0 := by
      intro x y z
      have h := congrFun hg ![x, y, z]
      rw [huniv, Finset.sum_insert n1, Finset.sum_insert n2, Finset.sum_singleton] at h
      simp only [Pi.add_apply, Pi.smul_apply, smul_eq_mul, Pi.zero_apply, pHarmonic,
        hb, ho, ha, ↓reduceIte, Int.reduceNeg, Int.reduceEq, one_ne_zero] at h
      exact h
    -- evaluate on the three coordinate axes
    have h1 := hsum 1 0 0
    have h2 := hsum 0 1 0
    have h3 := hsum 0 0 1
    simp only [Complex.ofReal_zero, Complex.ofReal_one] at h1 h2 h3
    intro m
    rcases hu m with h | h | h <;> rw [h]
    · linear_combination invSqrtTwo * h1 + Complex.I * invSqrtTwo * h2
        + invSqrtTwo * invSqrtTwo * (g b + g a) * hI - 2 * g b * hs
    · linear_combination h3
    · linear_combination Complex.I * invSqrtTwo * h2 - invSqrtTwo * h1
        + invSqrtTwo * invSqrtTwo * (g b + g a) * hI - 2 * g a * hs

end RealLatticeHarmonics
```

```lean
#print axioms RealLatticeHarmonics.expansion_real_iff
#print axioms RealLatticeHarmonics.realHarmonic_expansion
```

```
'RealLatticeHarmonics.expansion_real_iff' depends on axioms: [propext, Classical.choice, Quot.sound]
'RealLatticeHarmonics.realHarmonic_expansion' depends on axioms: [propext, Classical.choice, Quot.sound]
```

## Statements and conventions

`Idx l` is the set of allowed m, `csSign m` is s_m, and `IsRealCoeff f` is the reality condition. A number is called real when its imaginary part, `.im`, vanishes. The matrix C is `toReal l`, and `toReal l *ᵥ f` is C f. For m > 0 its components are

(C f)_m = (s_m f_m + f_−m)/√2

(C f)_−m = i (s_m f_m − f_−m)/√2

and (C f)_0 = f_0. In the code, `diag` and `mirror` hold the weights of f_m and f_−m in component m.

There are four main results:

- `expansion_real_iff`: if the Y_m are also linearly independent over ℂ, then Σ f_m Y_m is real at every point exactly when f meets the reality condition.
- `toReal_unitary`: C is unitary.
- `toReal_real_iff`: C f is real exactly when f meets the reality condition. Neither this nor unitarity involves the Y_m.
- `realHarmonic_expansion`: the functions S_m = Σ_k conj(C_mk) Y_k are real, and Σ f_m Y_m = Σ (C f)_m S_m. Only the reality of the S_m uses the conjugation rule, and neither part needs independence.

The conjugation rule is the one that spherical harmonics obey in the Condon–Shortley phase convention. For them S_m is cosine-like in the azimuth for m > 0 and sine-like for m < 0; a code with other signs or another ordering has a different C. In an LAPW muffin-tin sphere, the contribution of a single l to a real density or potential at fixed radius can thus be stored as 2l + 1 real numbers. Selecting the combinations allowed by the site symmetry, which gives lattice harmonics proper, is a further step that the theorems do not treat.

## Conjugating the expansion

Conjugate the sum and relabel m as −m, using s_−m = s_m:

conj(Σ f_m Y_m) = Σ s_m conj(f_−m) Y_m

This is `hconj`. If the expansion is real, subtracting it gives

Σ (s_m conj(f_−m) − f_m) Y_m = 0

Independence makes every bracket vanish, and the bracket at −m is the reality condition at m. Conversely, the condition makes the two sums equal term by term.

Independence matters for the first direction. Restrict the p harmonics to the plane y = 0, where Y_1 = −x/√2 and Y_−1 = x/√2. The conjugation rule survives and no Y_m is the zero function, yet f_1 = f_−1 = 1, f_0 = 0 gives the real sum 0 and violates f_−1 = −conj(f_1).

## One pair ±m at a time

For m > 0, the rows m and −m of C, in columns m and −m, are (s_m, 1)/√2 and (i s_m, −i)/√2. Each has norm 1 because s_m² = 1, and their inner product is (−i + i)/2 = 0. Rows from different pairs share no columns. `toReal_unitary` checks these cases entry by entry in C C†, with the weights supplied by `pair_weights`.

For the reality of C f, put a = (C f)_m and b = (C f)_−m. Solving for the coefficients gives

s_m f_m = (a − i b)/√2

f_−m = (a + i b)/√2

If a and b are real, the right-hand sides are conjugate, so f_−m = s_m conj(f_m). Lean reaches this by combining the equations conj(a) = a and conj(b) = b in `linear_combination`. Conversely, the condition gives a = √2 Re(s_m f_m) and b = −√2 Im(s_m f_m). At m = 0 both statements say that f_0 is real; for l = 0 that is everything, and C is the number 1.

## The real harmonics

At a fixed point of X, the vector v_k = conj(Y_k) meets the reality condition by the conjugation rule. Hence C v is real, and so is S_m = conj((C v)_m). The two expansions agree because C†C = 1:

Σ_m (C f)_m S_m = Σ_k Y_k (C†C f)_k = Σ_k f_k Y_k

`pHarmonic_witness` confirms that the functions z and ∓(x ± iy)/√2 on ℝ³ satisfy both hypotheses. Evaluating a vanishing combination on the three coordinate axes forces its coefficients to zero. For these functions the formulas give S_1 = x, S_−1 = y and S_0 = z.
